# For finitely many levels and a stationary state, the Kubo integral at Im z > 0 equals the Lehmann sum

To compute an absorption spectrum from a list of eigenstates, one usually sums over transitions with z = ω + iη in the denominators and never propagates anything in time. For finitely many levels, a state diagonal in the energy basis and a broadening η > 0, this sum is exactly the time integral that defines the linear response:

χ(z) = ∫₀^∞ exp(izt) (−i) Tr(ρ[A(t), B]) dt = Σ_m Σ_k (p_m − p_k) A_mk B_km / (z + E_m − E_k).

Here ħ = 1, E_m are the energies, p_m the populations, A is the measured observable and B the operator that the perturbation f(t)B adds to the Hamiltonian. If A and B are dipole components and the coupling to a field F is −F(t)B, the polarisability is −χ. The levels may be many-body eigenstates; if the list is truncated, the identity holds for the truncated model.

## Finitely many real energies and a state without coherences

Physically, the system is closed and its unperturbed state is stationary: H = diag(E_m) and ρ = diag(p_m) in one basis. In the code, `n` is the finite set of levels, `E p : n → ℝ` are real functions on it, and `diagOp` turns either into a diagonal complex matrix. The populations need be neither positive nor normalised, and A and B are arbitrary complex matrices.

```lean
import Mathlib

open Matrix MeasureTheory Set

namespace KuboLehmann

noncomputable section

variable {n : Type*} [Fintype n] [DecidableEq n]

/-- The operator that is diagonal in the energy basis with real entries `f`;
it serves for the Hamiltonian (energies) and for the state (populations). -/
def diagOp (f : n → ℝ) : Matrix n n ℂ := Matrix.diagonal fun k => (f k : ℂ)
```

The Heisenberg operator is defined with the matrix exponential, and `susceptibility` is defined as the integral over t > 0, so the Lehmann sum has to be derived. The Gibbs populations are needed only for the thermal case.

```lean
/-- The Heisenberg operator `A(t) = exp(iHt) A exp(-iHt)` for `H = diag(E)`. -/
def heisenberg (E : n → ℝ) (A : Matrix n n ℂ) (t : ℝ) : Matrix n n ℂ :=
  NormedSpace.exp ((Complex.I * t) • diagOp E) * A *
    NormedSpace.exp ((-(Complex.I * t)) • diagOp E)

/-- The response kernel `-i Tr(ρ [A(t), B])` with `ρ = diag(p)`. -/
def kernel (E p : n → ℝ) (A B : Matrix n n ℂ) (t : ℝ) : ℂ :=
  -Complex.I * Matrix.trace (diagOp p * (heisenberg E A t * B - B * heisenberg E A t))

/-- The Kubo susceptibility: the integral of `exp(izt)` times the response kernel over `t > 0`,
for complex frequencies `z` with `Im z > 0`. -/
def susceptibility (E p : n → ℝ) (A B : Matrix n n ℂ) (z : ℂ) : ℂ :=
  ∫ t : ℝ in Ioi 0, Complex.exp (Complex.I * z * t) * kernel E p A B t

/-- The Gibbs populations `exp(-β E_k) / Z` of a nonempty finite set of levels. -/
def gibbs (β : ℝ) (E : n → ℝ) (k : n) : ℝ :=
  Real.exp (-β * E k) / ∑ j, Real.exp (-β * E j)
```

By hand, diagonality enters twice. First, the exponential of a diagonal matrix is taken entry by entry, so

A(t)_mk = exp(i(E_m − E_k)t) A_mk.

`exp_smul_diagOp` gives the exponential, and `heisenberg_apply` merges the two phases with `Complex.exp_add`.

```lean
/-- The exponential of a multiple of a diagonal operator is taken entry by entry. -/
theorem exp_smul_diagOp (E : n → ℝ) (c : ℂ) :
    NormedSpace.exp (c • diagOp E) = Matrix.diagonal fun k => Complex.exp (c * E k) := by
  have h : c • diagOp E = Matrix.diagonal fun k => c * (E k : ℂ) := by
    ext i j
    by_cases hij : i = j
    · subst hij
      simp [diagOp]
    · simp [diagOp, hij]
  rw [h, Matrix.exp_diagonal, Pi.exp_def, Complex.exp_eq_exp_ℂ]

/-- Each matrix element of `A(t)` oscillates at the Bohr frequency `E_m - E_k`. -/
theorem heisenberg_apply (E : n → ℝ) (A : Matrix n n ℂ) (t : ℝ) (m k : n) :
    heisenberg E A t m k = Complex.exp (Complex.I * (E m - E k) * t) * A m k := by
  have h : Complex.exp (Complex.I * (E m - E k) * t) =
      Complex.exp (Complex.I * t * E m) * Complex.exp (-(Complex.I * t) * E k) := by
    rw [← Complex.exp_add]
    congr 1
    ring
  rw [heisenberg, exp_smul_diagOp, exp_smul_diagOp, Matrix.mul_diagonal,
    Matrix.diagonal_mul, h]
  ring
```

Second, for any matrix X,

Tr(ρXB) = Σ_m Σ_k p_m X_mk B_km,
Tr(ρBX) = Σ_m Σ_k p_m B_mk X_km = Σ_m Σ_k p_k X_mk B_km,

where the last step exchanges the names m and k. Subtracting leaves the population differences:

Tr(ρ[X, B]) = Σ_m Σ_k (p_m − p_k) X_mk B_km.

In `trace_commutator` the two traces are `h1` and `h2`, and `Finset.sum_comm` does the renaming.

```lean
/-- The mean of a commutator in a diagonal state is a sum over pairs of levels,
weighted by the population differences. -/
theorem trace_commutator (p : n → ℝ) (X B : Matrix n n ℂ) :
    Matrix.trace (diagOp p * (X * B - B * X)) =
      ∑ m, ∑ k, ((p m : ℂ) - p k) * X m k * B k m := by
  have h1 : Matrix.trace (diagOp p * (X * B)) =
      ∑ m, ∑ k, (p m : ℂ) * (X m k * B k m) := by
    simp only [Matrix.trace, Matrix.diag_apply, diagOp, Matrix.diagonal_mul]
    simp only [Matrix.mul_apply, Finset.mul_sum]
  have h2 : Matrix.trace (diagOp p * (B * X)) =
      ∑ m, ∑ k, (p k : ℂ) * (X m k * B k m) := by
    simp only [Matrix.trace, Matrix.diag_apply, diagOp, Matrix.diagonal_mul]
    simp only [Matrix.mul_apply, Finset.mul_sum]
    -- exchange the names of the two levels
    rw [Finset.sum_comm]
    exact Finset.sum_congr rfl fun m _ => Finset.sum_congr rfl fun k _ => by ring
  rw [mul_sub, Matrix.trace_sub, h1, h2]
  simp only [← Finset.sum_sub_distrib]
  exact Finset.sum_congr rfl fun m _ => Finset.sum_congr rfl fun k _ => by ring
```

With coherences in ρ, the formula can fail. Take two levels, ρ = (1 + σ_x)/2, A = σ_z and B = σ_y. Both populations are 1/2, so the Lehmann sum vanishes. But A(t) = σ_z at all times and Tr(ρ[σ_z, σ_y]) = −2i, so the integral is −2i/z.

## A frequency in the upper half-plane

The condition Im z > 0 stands for switching the perturbation on slowly from the distant past, or for a phenomenological linewidth η. It is put in by hand here; no damping mechanism is derived, and the limit η → 0 is not taken.

In the derivation it makes every oscillation decay. For Im a > 0,

∫₀^∞ exp(iat) dt = −1/(ia) = i/a, so −i ∫₀^∞ exp(iat) dt = 1/a.

`half_line` states both the integrability and the value.

```lean
/-- For `Im a > 0` the oscillation `exp(iat)` is integrable over `t > 0`,
and `-i` times its integral is `1/a`. -/
theorem half_line (a : ℂ) (ha : 0 < a.im) :
    IntegrableOn (fun t : ℝ => Complex.exp (Complex.I * a * t)) (Ioi 0) ∧
      -Complex.I * ∫ t : ℝ in Ioi 0, Complex.exp (Complex.I * a * t) = 1 / a := by
  have hre : (Complex.I * a).re < 0 := by simpa using ha
  have h0 : a ≠ 0 := by
    rintro rfl
    simp at ha
  have hI := Complex.I_ne_zero
  refine ⟨integrableOn_exp_mul_complex_Ioi hre 0, ?_⟩
  rw [integral_exp_mul_complex_Ioi hre 0]
  simp only [Complex.ofReal_zero, mul_zero, Complex.exp_zero]
  field_simp
```

Inserting the matrix elements of A(t) into the trace gives the integrand

Σ_m Σ_k (p_m − p_k) A_mk B_km (−i) exp(i(z + E_m − E_k)t).

Because the energies are real, a = z + E_m − E_k has the same imaginary part as z. Each term therefore integrates to (p_m − p_k) A_mk B_km / (z + E_m − E_k), and a finite sum may be integrated term by term.

The theorem `kubo_lehmann` says that, under `0 < z.im`, the integrand is absolutely integrable on t > 0 and its integral is the double sum. In the proof, `hpt` rewrites the integrand as above, `him` supplies the positive imaginary parts, `hi` makes each term integrable, and `MeasureTheory.integral_finsetSum` moves the integral inside both sums.

```lean
/-- **Kubo formula in Lehmann form.** For `Im z > 0` the Kubo integral converges absolutely and
equals the sum over all pairs of levels of `(p_m - p_k) A_mk B_km / (z + E_m - E_k)`. -/
theorem kubo_lehmann (E p : n → ℝ) (A B : Matrix n n ℂ) (z : ℂ) (hz : 0 < z.im) :
    IntegrableOn (fun t : ℝ => Complex.exp (Complex.I * z * t) * kernel E p A B t) (Ioi 0) ∧
      susceptibility E p A B z =
        ∑ m, ∑ k, ((p m : ℂ) - p k) * A m k * B k m / (z + E m - E k) := by
  -- the integrand is a finite sum of damped oscillations
  have hpt : (fun t : ℝ => Complex.exp (Complex.I * z * t) * kernel E p A B t) =
      fun t : ℝ => ∑ m, ∑ k, (((p m : ℂ) - p k) * A m k * B k m * (-Complex.I)) *
        Complex.exp (Complex.I * (z + E m - E k) * t) := by
    funext t
    rw [kernel, trace_commutator]
    simp only [Finset.mul_sum]
    refine Finset.sum_congr rfl fun m _ => Finset.sum_congr rfl fun k _ => ?_
    have h : Complex.exp (Complex.I * (z + E m - E k) * t) =
        Complex.exp (Complex.I * z * t) * Complex.exp (Complex.I * (E m - E k) * t) := by
      rw [← Complex.exp_add]
      congr 1
      ring
    rw [heisenberg_apply, h]
    ring
  have him : ∀ m k, 0 < (z + E m - E k).im := fun m k => by simpa using hz
  have hi : ∀ m k, Integrable (fun t : ℝ =>
      (((p m : ℂ) - p k) * A m k * B k m * (-Complex.I)) *
        Complex.exp (Complex.I * (z + E m - E k) * t)) (volume.restrict (Ioi 0)) :=
    fun m k => Integrable.const_mul (half_line _ (him m k)).1 _
  rw [susceptibility, hpt]
  constructor
  · exact MeasureTheory.integrable_finsetSum _ fun m _ => MeasureTheory.integrable_finsetSum _ fun k _ => hi m k
  · -- integrate term by term
    rw [MeasureTheory.integral_finsetSum]
    · refine Finset.sum_congr rfl fun m _ => ?_
      rw [MeasureTheory.integral_finsetSum]
      · refine Finset.sum_congr rfl fun k _ => ?_
        rw [integral_const_mul, mul_assoc, (half_line _ (him m k)).2, mul_one_div]
      · exact fun k _ => hi m k
    · exact fun m _ => MeasureTheory.integrable_finsetSum _ fun k _ => hi m k
```

As an instance, take E_1 = 0, E_2 = 2, p_1 = 3/4, p_2 = 1/4 and A = B with A_12 = A_21 = 1 and zero diagonal. The Lehmann sum is

χ(z) = (1/2)/(z − 2) − (1/2)/(z + 2) = 2/(z² − 4).

The kernel is −sin 2t, and the integral of −exp(izt) sin 2t over t > 0 is also 2/(z² − 4). At z = 1 + i we have z² = 2i, so χ = 2/(−4 + 2i) = −0.4 − 0.2i.

For Im z ≤ 0 the integrand of this example has modulus |sin 2t| exp(−t Im z), which is not integrable. Lean assigns the value 0 to such an integral, which is why integrability is stated as a separate part of the theorem.

## A positive real part of the frequency

The remaining results concern the sign of Im χ when a Hermitian observable responds to itself. With the coupling f(t)A and η read as a linewidth, a negative Im χ(ω + iη) at ω > 0 means that the system on average absorbs energy from a steady drive of frequency ω.

A transition and its reverse contribute two poles, at d and −d, with opposite residues c and −c. Write z = x + iy. Then

c/(z − d) − c/(z + d) = 2cd/(z² − d²),
Im[2cd/(z² − d²)] = −4xy cd / (|z − d|² |z + d|²).

For x > 0, y > 0 and cd ≥ 0 this is at most zero. `pole_pair_im` proves the same identity as `h`, after `h1` and `h2` have shown that the squared moduli are positive.

```lean
/-- For real `c` and `d` with `c d ≥ 0`, the sum of the pole terms `c/(z - d)` and `-c/(z + d)` has
a nonpositive imaginary part whenever `Re z > 0` and `Im z > 0`. -/
theorem pole_pair_im (c d : ℝ) (z : ℂ) (hcd : 0 ≤ c * d) (hre : 0 < z.re) (him : 0 < z.im) :
    ((c : ℂ) / (z - d) - c / (z + d)).im ≤ 0 := by
  have h1 : 0 < (z.re - d) * (z.re - d) + z.im * z.im :=
    add_pos_of_nonneg_of_pos (mul_self_nonneg _) (mul_pos him him)
  have h2 : 0 < (z.re + d) * (z.re + d) + z.im * z.im :=
    add_pos_of_nonneg_of_pos (mul_self_nonneg _) (mul_pos him him)
  have h : ((c : ℂ) / (z - d) - c / (z + d)).im = -(4 * z.re * z.im * (c * d)) /
      (((z.re - d) * (z.re - d) + z.im * z.im) * ((z.re + d) * (z.re + d) + z.im * z.im)) := by
    have h1' := h1.ne'
    have h2' := h2.ne'
    simp only [Complex.sub_im, Complex.div_im, Complex.normSq_apply, Complex.sub_re,
      Complex.add_re, Complex.add_im, Complex.ofReal_re, Complex.ofReal_im, sub_zero,
      add_zero, zero_mul, zero_div, zero_sub]
    field_simp
    ring
  have h3 : 0 ≤ 4 * z.re * z.im * (c * d) := mul_nonneg (by positivity) hcd
  rw [h]
  exact div_nonpos_of_nonpos_of_nonneg (by linarith) (mul_pos h1 h2).le
```

For x < 0 the sign can reverse: the two-level example at z = −1 + i gives χ = −0.4 + 0.2i. At x = 0 each pair contributes zero to Im χ.

## A Hermitian observable and populations ordered by energy

Hermiticity, `hA`, makes the product A_mk A_km equal to |A_mk|², a non-negative transition strength. The condition `hp`,

(p_m − p_k)(E_k − E_m) ≥ 0 for all m and k,

says that no level is more populated than one of lower energy. Here each basis state counts as a level of its own, so degenerate states are compared one by one with the others and not by their total population. Among states of equal energy the condition puts no restriction on the populations.

Set c = (p_m − p_k)|A_mk|² and d = E_k − E_m. The term (m, k) of the Lehmann sum is c/(z − d), the term (k, m) is −c/(z + d), and cd ≥ 0. Calling the terms T_mk,

Im Σ_m Σ_k T_mk = ½ Σ_m Σ_k Im(T_mk + T_km) ≤ 0.

In `passive_response`, `key` is this symmetrisation, `hN` is the use of Hermiticity, and `hcd` is the sign of cd. The pole-pair lemma then bounds each pair.

```lean
/-- If no level is more populated than a level of lower energy, the susceptibility of a Hermitian
observable to itself has `Im χ(z) ≤ 0` whenever `Re z > 0` and `Im z > 0`. -/
theorem passive_response (E p : n → ℝ) (A : Matrix n n ℂ) (hA : A.IsHermitian)
    (hp : ∀ m k, 0 ≤ (p m - p k) * (E k - E m)) (z : ℂ) (hre : 0 < z.re) (him : 0 < z.im) :
    (susceptibility E p A A z).im ≤ 0 := by
  -- a double sum is controlled by its symmetrised terms
  have key : ∀ T : n → n → ℂ, (∀ m k, (T m k + T k m).im ≤ 0) →
      (∑ m, ∑ k, T m k).im ≤ 0 := by
    intro T h
    have hc : ∑ m, ∑ k, (T k m).im = ∑ m, ∑ k, (T m k).im := Finset.sum_comm
    have h0 : ∑ m, ∑ k, ((T m k).im + (T k m).im) ≤ 0 :=
      Finset.sum_nonpos fun m _ => Finset.sum_nonpos fun k _ => by
        rw [← Complex.add_im]
        exact h m k
    simp only [Finset.sum_add_distrib] at h0
    rw [hc] at h0
    simp only [Complex.im_sum]
    linarith
  rw [(kubo_lehmann E p A A z him).2]
  refine key (fun m k => ((p m : ℂ) - p k) * A m k * A k m / (z + E m - E k)) fun m k => ?_
  have hN : A m k * A k m = (Complex.normSq (A m k) : ℂ) := by
    rw [← hA.apply k m]
    exact Complex.mul_conj _
  have hcd : 0 ≤ ((p m - p k) * Complex.normSq (A m k)) * (E k - E m) := by
    have := mul_nonneg (hp m k) (Complex.normSq_nonneg (A m k))
    linarith
  -- the transitions m → k and k → m form a pair of poles
  have h := pole_pair_im _ _ z hcd hre him
  push_cast at h
  rw [← hN] at h
  convert h using 2
  ring
```

Both conditions matter in the two-level example at z = 1 + i. Multiplying A by i makes A_12 A_21 = −1 and turns χ into 0.4 + 0.2i. Exchanging the two populations gives the same value, which now describes gain from an inverted medium.

The same argument gives a neighbouring result for complete inversion. If (p_m − p_k)(E_k − E_m) ≤ 0 for all pairs, every pair contributes with the opposite sign, and Im χ(z) ≥ 0 in the same quadrant.

## A non-negative inverse temperature

For Gibbs populations p_k = exp(−βE_k)/Z, where Z is the sum of the Boltzmann factors, β ≥ 0 is what orders the populations. If E_m ≤ E_k, then −βE_k ≤ −βE_m, hence p_k ≤ p_m. This is `hmono` in `thermal_response`. The proof then distinguishes which of the two energies is lower: the factors in `hp` are either both non-negative or both non-positive, and `passive_response` applies.

The two-level example is thermal with β = (ln 3)/2. Reversing the sign of β exchanges its populations and makes Im χ positive at z = 1 + i, so the conclusion can fail at negative temperature.

```lean
/-- In thermal equilibrium at inverse temperature `β ≥ 0`, the susceptibility of a Hermitian
observable to itself has `Im χ(z) ≤ 0` whenever `Re z > 0` and `Im z > 0`. -/
theorem thermal_response (β : ℝ) (hβ : 0 ≤ β) (E : n → ℝ) (A : Matrix n n ℂ)
    (hA : A.IsHermitian) (z : ℂ) (hre : 0 < z.re) (him : 0 < z.im) :
    (susceptibility E (gibbs β E) A A z).im ≤ 0 := by
  -- Gibbs populations do not increase with energy
  have hmono : ∀ m k, E m ≤ E k → gibbs β E k ≤ gibbs β E m := fun m k h =>
    div_le_div_of_nonneg_right
      (Real.exp_le_exp.mpr (by linarith [mul_le_mul_of_nonneg_left h hβ]))
      (Finset.sum_nonneg fun _ _ => (Real.exp_pos _).le)
  refine passive_response E _ A hA (fun m k => ?_) z hre him
  rcases le_total (E m) (E k) with h | h
  · exact mul_nonneg (sub_nonneg.mpr (hmono m k h)) (sub_nonneg.mpr h)
  · exact mul_nonneg_of_nonpos_of_nonpos (sub_nonpos.mpr (hmono k m h)) (sub_nonpos.mpr h)

end

end KuboLehmann
```

```lean
#print axioms KuboLehmann.kubo_lehmann
#print axioms KuboLehmann.thermal_response
```

```
'KuboLehmann.kubo_lehmann' depends on axioms: [propext, Classical.choice, Quot.sound]
'KuboLehmann.thermal_response' depends on axioms: [propext, Classical.choice, Quot.sound]
```
